# Time-dependent Hartree–Fock evolution keeps a Hermitian idempotent density matrix idempotent

The one-particle density matrix \(D(t)\) is a complex square matrix in a fixed, finite, orthonormal basis of spin orbitals. Time \(t\) is real and \(\hbar=1\). The one-electron matrix \(h(t)\) may vary in time, as it does in a driving field, and \(G(D)\) is the mean field produced by the density. Their sum is the Fock matrix \(F(t)=h(t)+G(D(t))\), and the equation of motion is

\[
i\,D'(t)=[F(t),D(t)],\qquad [F,D]=FD-DF .
\]

In this normalisation, a Hermitian \(D\) with \(D^2=D\) describes a single Slater determinant: each natural orbital has occupation 0 or 1.

```lean
import Mathlib

open Matrix Polynomial

namespace TimeDependentHartreeFock

noncomputable section

variable {n : Type*} [Fintype n] [DecidableEq n]
```

The type `n` labels the basis functions. `Fintype n` says that there are finitely many of them, and `Matrix n n ℂ` is the type of complex matrices with these labels.

```lean
/-- The matrix path `A` has the time derivative `V` at time `t`, entry by entry. -/
def HasEntryDeriv (A : ℝ → Matrix n n ℂ) (V : Matrix n n ℂ) (t : ℝ) : Prop :=
  ∀ i j, HasDerivAt (fun s => A s i j) (V i j) t
```

A matrix path is a function `A : ℝ → Matrix n n ℂ`. `HasEntryDeriv A V t` says that \(A_{ij}'(t)=V_{ij}\) for all \(i,j\). It states both that the entries are differentiable at \(t\) and what their derivatives are.

```lean
/-- The commutator equation of motion `i A' = F A - A F` with a time-dependent generator `F`. -/
def EvolvesUnder (F A : ℝ → Matrix n n ℂ) : Prop :=
  ∀ t, ∃ V, HasEntryDeriv A V t ∧ Complex.I • V = F t * A t - A t * F t
```

`EvolvesUnder F A` says that at every time there is a derivative matrix \(V=A'(t)\) with \(iV=FA-AF\). The symbol `•` is multiplication by a scalar. Here `F` is any function of time, with no assumption of continuity or Hermiticity.

```lean
/-- The time-dependent Hartree-Fock equation `i D' = [h(t) + G(D), D]` with one-electron
matrix `h` and mean field `G`. -/
def IsTDHF (h : ℝ → Matrix n n ℂ) (G : Matrix n n ℂ → Matrix n n ℂ)
    (D : ℝ → Matrix n n ℂ) : Prop :=
  EvolvesUnder (fun t => h t + G (D t)) D
```

`IsTDHF h G D` inserts the Fock matrix into that equation. The mean field `G` is an arbitrary map from matrices to matrices; the arguments below need neither its linearity nor any symmetry. Coulomb and exchange terms are therefore included as a special case. Energy conservation is not treated here.

## Products and polynomials obey the same equation

```lean
/-- The product of two matrices that obey the commutator equation with the same generator
obeys it too. -/
theorem EvolvesUnder.mul {F A B : ℝ → Matrix n n ℂ} (hA : EvolvesUnder F A)
    (hB : EvolvesUnder F B) : EvolvesUnder F (fun t => A t * B t) := by
  intro t
  obtain ⟨V, hV, hVc⟩ := hA t
  obtain ⟨W, hW, hWc⟩ := hB t
  refine ⟨V * B t + A t * W, ?_, ?_⟩
  · -- the product rule, entry by entry
    intro i j
    simp only [Matrix.mul_apply, Matrix.add_apply]
    rw [← Finset.sum_add_distrib]
    exact HasDerivAt.fun_sum fun k _ => (hV i k).fun_mul (hW k j)
  · -- the commutator is a derivation
    change Complex.I • (V * B t + A t * W) = F t * (A t * B t) - A t * B t * F t
    rw [smul_add, ← Matrix.smul_mul, ← Matrix.mul_smul, hVc, hWc]
    noncomm_ring
```

If \(A\) and \(B\) obey the commutator equation with the same \(F\), so does \(AB\). By the product rule,

\[
i(AB)'=(iA')B+A(iB')=(FA-AF)B+A(FB-BF)=F(AB)-(AB)F,
\]

because the two terms \(AFB\) cancel.

In Lean, `obtain` extracts the derivatives \(V\) and \(W\) of \(A\) and \(B\), and `refine` proposes \(VB+AW\) as the derivative of the product. The first bullet proves this entry by entry from \((AB)_{ij}=\sum_k A_{ik}B_{kj}\). The second substitutes the two equations of motion, and `noncomm_ring` does the cancellation without exchanging the order of factors.

```lean
/-- Every real polynomial in a matrix that obeys the commutator equation obeys the same
equation. -/
theorem EvolvesUnder.polynomial {F A : ℝ → Matrix n n ℂ} (hA : EvolvesUnder F A)
    (p : ℝ[X]) : EvolvesUnder F (fun t => aeval (A t) p) := by
  have hpow : ∀ k : ℕ, EvolvesUnder F (fun t => A t ^ k) := by
    intro k
    induction k with
    | zero =>
      intro t
      refine ⟨0, fun i j => ?_, by simp⟩
      simp only [pow_zero]
      exact hasDerivAt_const t _
    | succ k ih =>
      simp only [pow_succ]
      exact ih.mul hA
  induction p using Polynomial.induction_on' with
  | add p q hp hq =>
    intro t
    obtain ⟨V, hV, hVc⟩ := hp t
    obtain ⟨W, hW, hWc⟩ := hq t
    simp only [map_add]
    refine ⟨V + W, fun i j => (hV i j).add (hW i j), ?_⟩
    rw [smul_add, hVc, hWc]
    noncomm_ring
  | monomial k a =>
    intro t
    obtain ⟨V, hV, hVc⟩ := hpow k t
    simp only [aeval_monomial, ← Algebra.smul_def]
    refine ⟨a • V, fun i j => (hV i j).const_smul a, ?_⟩
    rw [smul_comm, hVc, smul_sub, Matrix.mul_smul, Matrix.smul_mul]
```

The expression `aeval (A t) p` is \(p(A(t))\) for a real polynomial \(p\), whose constant term multiplies the identity matrix. The claim is that \(p(A)\) obeys the same equation as \(A\).

Powers come first, by induction. The zeroth power is the identity, which is constant and commutes with \(F\), and \(A^{k+1}=A^kA\) is a product of two solutions. For fixed \(F\) the equation is linear, so real multiples and sums of solutions are solutions. The cases `monomial` and `add` carry out these last two steps.

## The trace is constant, and a trace can detect zero

```lean
omit [DecidableEq n] in
/-- The trace of a matrix that obeys the commutator equation is the same at all times. -/
theorem EvolvesUnder.trace_const {F A : ℝ → Matrix n n ℂ} (hA : EvolvesUnder F A)
    (s t : ℝ) : (A t).trace = (A s).trace := by
  have hd : ∀ r, HasDerivAt (fun u => (A u).trace) 0 r := by
    intro r
    obtain ⟨V, hV, hVc⟩ := hA r
    -- a commutator has no trace
    have h := congrArg Matrix.trace hVc
    rw [Matrix.trace_smul, Matrix.trace_sub, Matrix.trace_mul_comm (F r) (A r), sub_self,
      smul_eq_mul] at h
    have h0 : V.trace = 0 := (mul_eq_zero.mp h).resolve_left Complex.I_ne_zero
    rw [← h0]
    simp only [Matrix.trace, Matrix.diag_apply]
    exact HasDerivAt.fun_sum fun i _ => hV i i
  exact is_const_of_deriv_eq_zero (fun r => (hd r).differentiableAt) (fun r => (hd r).deriv) t s
```

Taking the trace of \(iV=FA-AF\) gives

\[
i\,\mathrm{tr}\,V=\mathrm{tr}(FA)-\mathrm{tr}(AF)=0,
\]

so \((\mathrm{tr}\,A)'=\mathrm{tr}\,V=0\) at every time. A function on the real line whose derivative vanishes everywhere is constant, which is the lemma `is_const_of_deriv_eq_zero` in the last line. Together with the previous theorem, this makes \(\mathrm{tr}\,p(A)\) constant for every real polynomial \(p\).

```lean
omit [DecidableEq n] in
/-- A Hermitian matrix whose square has trace zero is the zero matrix. -/
theorem eq_zero_of_trace_sq {A : Matrix n n ℂ} (hA : A.IsHermitian)
    (h : (A * A).trace = 0) : A = 0 := by
  -- the trace is the sum of the squared moduli of all entries
  have hs : (A * A).trace = ((∑ i, ∑ j, Complex.normSq (A i j) : ℝ) : ℂ) := by
    simp only [Matrix.trace, Matrix.diag_apply, Matrix.mul_apply, Complex.ofReal_sum]
    refine Finset.sum_congr rfl fun i _ => Finset.sum_congr rfl fun j _ => ?_
    rw [← hA.apply j i]
    exact Complex.mul_conj (A i j)
  rw [hs, Complex.ofReal_eq_zero] at h
  ext i j
  have h1 := (Finset.sum_eq_zero_iff_of_nonneg
    (fun i _ => Finset.sum_nonneg fun j _ => Complex.normSq_nonneg (A i j))).mp h i
    (Finset.mem_univ i)
  have h2 := (Finset.sum_eq_zero_iff_of_nonneg
    (fun j _ => Complex.normSq_nonneg (A i j))).mp h1 j (Finset.mem_univ j)
  exact Complex.normSq_eq_zero.mp h2
```

For Hermitian \(A\), \(A_{ji}=\overline{A_{ij}}\), and hence

\[
\mathrm{tr}(A^2)=\sum_{i,j}A_{ij}A_{ji}=\sum_{i,j}|A_{ij}|^2 .
\]

If this sum of non-negative terms is zero, every term is zero, and \(A=0\). The statement `hs` is the displayed identity, with `Complex.normSq` for the squared modulus. The steps `h1` and `h2` apply the argument about non-negative terms to the outer and then to the inner sum.

## Polynomial equations persist in time

```lean
/-- A real polynomial equation satisfied by a Hermitian time-dependent Hartree-Fock density
matrix at one time `s` is satisfied at every time `t`. -/
theorem polynomial_equation_preserved {h : ℝ → Matrix n n ℂ}
    {G : Matrix n n ℂ → Matrix n n ℂ} {D : ℝ → Matrix n n ℂ} (hD : IsTDHF h G D)
    (hherm : ∀ t, (D t).IsHermitian) (p : ℝ[X]) {s : ℝ} (hs : aeval (D s) p = 0) (t : ℝ) :
    aeval (D t) p = 0 := by
  have hp : (aeval (D t) p).IsHermitian := by
    -- real coefficients keep every power of `D` Hermitian
    rw [Polynomial.aeval_eq_sum_range, Matrix.IsHermitian, Matrix.conjTranspose_sum]
    refine Finset.sum_congr rfl fun k _ => ?_
    rw [Matrix.conjTranspose_smul, Matrix.conjTranspose_pow, (hherm t).eq, star_trivial]
  have hev := EvolvesUnder.polynomial hD p
  have htr := (hev.mul hev).trace_const s t
  simp only [hs, mul_zero, Matrix.trace_zero] at htr
  exact eq_zero_of_trace_sq hp htr
```

Suppose that \(D\) solves the equation of motion, is Hermitian at all times, and satisfies \(p(D(s))=0\) at one time \(s\). Put \(A(t)=p(D(t))\). The argument has three steps.

1. \(A(t)\) is Hermitian, because \(D(t)\) is Hermitian and the coefficients of \(p\) are real. This is `hp`.
2. \(A\) obeys the commutator equation (`hev`), and so does \(A^2\). Its trace is therefore constant: \(\mathrm{tr}\,A(t)^2=\mathrm{tr}\,A(s)^2=0\). This is `htr`.
3. A Hermitian matrix whose square has trace zero vanishes, so \(p(D(t))=0\).

The times \(s\) and \(t\) are in no particular order, so the conclusion holds for the past as well as the future.

```lean
/-- Along a Hermitian solution of the time-dependent Hartree-Fock equation, the trace of `D`
and the idempotency defect `tr((D² - D)²)` are constant, and if `D² = D` at one time then
`D² = D` at every time. -/
theorem tdhf_preserves_idempotency {h : ℝ → Matrix n n ℂ}
    {G : Matrix n n ℂ → Matrix n n ℂ} {D : ℝ → Matrix n n ℂ} (hD : IsTDHF h G D)
    (hherm : ∀ t, (D t).IsHermitian) (s t : ℝ) :
    (D t).trace = (D s).trace ∧
    ((D t ^ 2 - D t) ^ 2).trace = ((D s ^ 2 - D s) ^ 2).trace ∧
    (D s ^ 2 = D s → D t ^ 2 = D t) := by
  refine ⟨EvolvesUnder.trace_const hD s t, ?_, fun hs => ?_⟩
  · have h1 := (EvolvesUnder.polynomial hD ((X ^ 2 - X) ^ 2)).trace_const s t
    simpa only [map_pow, map_sub, aeval_X] using h1
  · have h0 : aeval (D s) (X ^ 2 - X : ℝ[X]) = 0 := by
      simp only [map_pow, map_sub, aeval_X, hs, sub_self]
    have h1 := polynomial_equation_preserved hD hherm _ h0 t
    simp only [map_pow, map_sub, aeval_X] at h1
    exact sub_eq_zero.mp h1
```

The theorem has three conclusions, joined by `∧`:

\[
\mathrm{tr}\,D(t)=\mathrm{tr}\,D(s),
\]
\[
\mathrm{tr}\big((D(t)^2-D(t))^2\big)=\mathrm{tr}\big((D(s)^2-D(s))^2\big),
\]
\[
D(s)^2=D(s)\;\Rightarrow\;D(t)^2=D(t).
\]

The first is conservation of the electron number. The second follows from the constancy of \(\mathrm{tr}\,p(D)\) with \(p=(X^2-X)^2\), and the third from the preceding theorem with \(p=X^2-X\). The `simpa` and `simp` steps turn the evaluated polynomials back into expressions in \(D\).

Consider a real-time Hartree–Fock simulation that solves this equation in a fixed, finite, orthonormal basis, with a Hermitian Fock matrix and a Hermitian idempotent initial density matrix. A loss of idempotency then comes from the numerical propagation and not from the equation of motion. Simulations with a complex absorbing potential are not covered: their Fock matrix is not Hermitian, and the equation of motion becomes \(i\,D'=FD-DF^\dagger\), with \(F^\dagger\) in place of the second \(F\) of the commutator.

The theorem takes a solution for all real times as given; it does not construct one. Hermiticity is likewise assumed at every time, not derived from the initial state.

**Without Hermiticity**, the third conclusion can fail. Take \(G=0\) and

\[
D(t)=\begin{pmatrix}0&t^2\\0&0\end{pmatrix},\qquad
h(t)=\begin{pmatrix}2i/t&0\\0&0\end{pmatrix}\ (t\neq0),\qquad h(0)=0 .
\]

The only non-zero entry of \([h,D]\) is \((2i/t)\,t^2=2it\), which equals \(i\,(t^2)'\), and at \(t=0\) both sides vanish. The equation therefore holds at all times. This \(h\) is neither Hermitian nor continuous at \(t=0\), so the example is a mathematical one and not a physical Hamiltonian. Yet \(D(0)=0\) is idempotent, while for \(t\neq0\) we have \(D(t)^2=0\neq D(t)\). The defect \(\mathrm{tr}((D^2-D)^2)\) is zero throughout, but for a matrix that is not Hermitian this no longer implies \(D^2=D\).

## A two-site solution with a rotating coherence

```lean
/-- A two-site density matrix with equal populations and a coherence rotating at
frequency `ω`. -/
def dimer (ω t : ℝ) : Matrix (Fin 2) (Fin 2) ℂ :=
  !![1 / 2, Complex.exp ((-Complex.I * ω) * t) / 2;
     Complex.exp ((Complex.I * ω) * t) / 2, 1 / 2]
```

`Fin 2` labels the sites 0 and 1, and `!![...]` lists a matrix row by row:

\[
D(t)=\frac12\begin{pmatrix}1&e^{-i\omega t}\\e^{i\omega t}&1\end{pmatrix}.
\]

This is the projector onto the normalised orbital \((1,e^{i\omega t})/\sqrt2\). The populations stay equal while the coherence rotates at the frequency \(\omega\).

```lean
/-- The rotating two-site density matrix is Hermitian, idempotent at time zero, and solves the
time-dependent Hartree-Fock equation with site energies `ω`, `0` and an on-site mean field of
strength `U`. -/
theorem dimer_witness (ω U : ℝ) :
    IsTDHF (fun _ => !![(ω : ℂ), 0; 0, 0])
      (fun A => !![(U : ℂ) * A 0 0, 0; 0, (U : ℂ) * A 1 1]) (dimer ω) ∧
    (∀ t, (dimer ω t).IsHermitian) ∧ dimer ω 0 ^ 2 = dimer ω 0 := by
  refine ⟨fun t => ?_, fun t => ?_, ?_⟩
  · have key : ∀ c : ℂ, HasDerivAt (fun s : ℝ => Complex.exp (c * s) / 2)
        (c * Complex.exp (c * t) / 2) t := by
      intro c
      have h1 : HasDerivAt (fun s : ℝ => c * (s : ℂ)) c t := by
        simpa using (hasDerivAt_id t).ofReal_comp.const_mul c
      exact (h1.cexp.div_const 2).congr_deriv (by ring)
    -- the commutator with the Fock matrix, for arbitrary coherences `a / 2` and `b / 2`
    have comm : ∀ a b : ℂ,
        Complex.I • !![0, (-Complex.I * ω) * a / 2; (Complex.I * ω) * b / 2, 0] =
        (!![(ω : ℂ), 0; 0, 0] + !![(U : ℂ) * (1 / 2), 0; 0, (U : ℂ) * (1 / 2)]) *
          !![1 / 2, a / 2; b / 2, 1 / 2] -
        !![1 / 2, a / 2; b / 2, 1 / 2] *
          (!![(ω : ℂ), 0; 0, 0] + !![(U : ℂ) * (1 / 2), 0; 0, (U : ℂ) * (1 / 2)]) := by
      intro a b
      ext i j
      simp only [Matrix.smul_apply, Matrix.sub_apply, Matrix.mul_apply, Matrix.add_apply,
        Fin.sum_univ_two, smul_eq_mul]
      fin_cases i <;> fin_cases j
      · change Complex.I * 0 = ((ω + U * (1 / 2)) * (1 / 2) + (0 + 0) * (b / 2)) -
          ((1 / 2) * (ω + U * (1 / 2)) + a / 2 * (0 + 0) : ℂ)
        ring
      · change Complex.I * ((-Complex.I * ω) * a / 2) =
          ((ω + U * (1 / 2)) * (a / 2) + (0 + 0) * (1 / 2)) -
          ((1 / 2) * (0 + 0) + a / 2 * (0 + U * (1 / 2)) : ℂ)
        linear_combination (-ω * a / 2) * Complex.I_sq
      · change Complex.I * ((Complex.I * ω) * b / 2) =
          ((0 + 0) * (1 / 2) + (0 + U * (1 / 2)) * (b / 2)) -
          (b / 2 * (ω + U * (1 / 2)) + (1 / 2) * (0 + 0) : ℂ)
        linear_combination (ω * b / 2) * Complex.I_sq
      · change Complex.I * 0 = ((0 + 0) * (a / 2) + (0 + U * (1 / 2)) * (1 / 2)) -
          (b / 2 * (0 + 0) + (1 / 2) * (0 + U * (1 / 2)) : ℂ)
        ring
    refine ⟨_, fun i j => ?_, comm _ _⟩
    fin_cases i <;> fin_cases j
    · exact hasDerivAt_const t (1 / 2 : ℂ)
    · exact key (-Complex.I * ω)
    · exact key (Complex.I * ω)
    · exact hasDerivAt_const t (1 / 2 : ℂ)
  · ext i j
    fin_cases i <;> fin_cases j <;>
      simp [dimer, Matrix.conjTranspose_apply, ← Complex.exp_conj]
  · rw [sq]
    ext i j
    fin_cases i <;> fin_cases j <;>
      simp [dimer, Matrix.mul_apply, Fin.sum_univ_two] <;> norm_num

end

end TimeDependentHartreeFock
```

The theorem states that this path satisfies the assumptions made above, including idempotency at time zero. The site energies are \(\omega\) and \(0\), there is no hopping, and the mean field on each site is \(U\) times its population. This is the mean field of a closed-shell Hubbard dimer, with \(D\) the density matrix of one spin.

Since both populations are \(1/2\), the Fock matrix is \(F=\mathrm{diag}(\omega+U/2,\,U/2)\). The diagonal entries of \([F,D]\) vanish, as do the derivatives of the populations. For the coherences,

\[
[F,D]_{01}=\omega D_{01}=i\,D_{01}',\qquad
[F,D]_{10}=-\omega D_{10}=i\,D_{10}' .
\]

The interaction strength \(U\) cancels, because it shifts both sites equally.

In the proof, `key` differentiates \(e^{ct}/2\), and `comm` checks the commutator for arbitrary coherences \(a/2\) and \(b/2\). There `fin_cases` splits the matrix identity into its four entries, and `linear_combination` uses \(i^2=-1\) in the two off-diagonal ones. The last two bullets verify \(D(t)^\dagger=D(t)\) and \(D(0)^2=D(0)\) entry by entry.

```lean
#print axioms TimeDependentHartreeFock.tdhf_preserves_idempotency
-- 'TimeDependentHartreeFock.tdhf_preserves_idempotency' depends on axioms: [propext, Classical.choice, Quot.sound]
```
